# The ordering threshold of a Landau film held at zero at both walls

Before minimising the Landau energy of a thin film numerically, one can compare its quadratic coefficient \(t\), which changes sign at the bulk transition temperature, with a threshold to see whether a search for an ordered profile can succeed. Take \(N\ge1\) layers with the order parameter \(Q\) held at zero at both walls. Each layer contributes \(\frac t2Q^2+\frac b4Q^4\), and each pair of neighbouring positions, walls included, contributes \(\frac K2\) times the squared difference of their order parameters. For \(K\ge0\) and \(b\ge0\), a profile with energy below zero, the value of the disordered film, exists exactly when

\[ t<-4K\sin^2\frac{\pi}{2(N+1)} . \]

This gives a numerical minimiser of the same discrete energy a sharp reference point, within a mean-field model with one scalar per layer.

```lean
import Mathlib

open Real Finset Filter Topology

namespace LandauFilm

noncomputable section
```

## The film and its energy

A profile assigns a real number \(Q_i\) to each position \(i\). The layers are \(1,\dots,N\) and the walls sit at \(0\) and \(N+1\). In Lean a profile is a function `Q : ℕ → ℝ`, whose values beyond \(N+1\) never enter. The condition \(Q_0=Q_{N+1}=0\) is postulated; it stands for surfaces that destroy the order completely.

```lean
/-- The order parameter vanishes at the two walls, at positions `0` and `N + 1`. -/
def Clamped (N : ℕ) (Q : ℕ → ℝ) : Prop := Q 0 = 0 ∧ Q (N + 1) = 0
```

The energy is

\[ F=\sum_{i=0}^{N-1}\Big(\frac t2Q_{i+1}^2+\frac b4Q_{i+1}^4\Big)+\frac K2\sum_{i=0}^{N}(Q_{i+1}-Q_i)^2 . \]

Here \(t\) changes sign at the bulk transition, \(b\) limits the amplitude, and \(K\) penalises differences between neighbours. The layer spacing is one, and `range N` runs over \(0,\dots,N-1\), hence the shifted index.

```lean
/-- Landau energy of a film with layers `1, ..., N`: a local quartic energy in each layer
and a gradient energy of stiffness `K` between neighbouring positions, walls included. -/
def filmEnergy (N : ℕ) (K t b : ℝ) (Q : ℕ → ℝ) : ℝ :=
  ∑ i ∈ range N, (t * Q (i + 1) ^ 2 / 2 + b * Q (i + 1) ^ 4 / 4)
    + K / 2 * ∑ i ∈ range (N + 1), (Q (i + 1) - Q i) ^ 2
```

The cost of confinement will be measured by \(\lambda_N=4\sin^2\frac{\pi}{2(N+1)}\). At this point it is only a formula.

```lean
/-- The confinement number `4 sin² (π / (2 (N + 1)))` of a film of `N` layers. -/
def confinement (N : ℕ) : ℝ := 4 * Real.sin (π / (2 * ((N : ℝ) + 1))) ^ 2
```

The candidate for the cheapest profile is half a wavelength fitted between the walls, \(s_i=\sin(i\theta)\) with \(\theta=\pi/(N+1)\).

```lean
/-- The standing wave `sin (i π / (N + 1))` across the film. -/
def standingWave (N i : ℕ) : ℝ := Real.sin ((i : ℝ) * (π / ((N : ℝ) + 1)))
```

## The cheapest way to vanish at both walls

The half-angle formula gives \(\lambda_N=2-2\cos\theta\). Adding the expansions of \(\sin((i+1)\theta\pm\theta)\) gives \(s_{i+2}+s_i=2\cos\theta\,s_{i+1}\), so

\[ s_{i+2}=(2-\lambda_N)s_{i+1}-s_i . \]

The two expansions are `e1` and `e2` in the proof, and `linear_combination` adds them.

```lean
/-- The standing wave obeys the three-term equation of a harmonic chain, with the
confinement number as eigenvalue. -/
theorem standingWave_rec (N i : ℕ) : standingWave N (i + 1 + 1) =
    (2 - confinement N) * standingWave N (i + 1) - standingWave N i := by
  have hN : (N : ℝ) + 1 ≠ 0 := by positivity
  -- the half-angle formula turns the confinement number into a cosine
  have hg : confinement N = 2 - 2 * Real.cos (π / ((N : ℝ) + 1)) := by
    have h : π / ((N : ℝ) + 1) = 2 * (π / (2 * ((N : ℝ) + 1))) := by field_simp
    rw [h, Real.cos_two_mul]
    unfold confinement
    linear_combination 4 * Real.sin_sq_add_cos_sq (π / (2 * ((N : ℝ) + 1)))
  rw [hg]
  unfold standingWave
  generalize π / ((N : ℝ) + 1) = θ
  have e1 : Real.sin (((i + 1 + 1 : ℕ) : ℝ) * θ) =
      Real.sin (((i + 1 : ℕ) : ℝ) * θ) * Real.cos θ
        + Real.cos (((i + 1 : ℕ) : ℝ) * θ) * Real.sin θ := by
    rw [show ((i + 1 + 1 : ℕ) : ℝ) * θ = ((i + 1 : ℕ) : ℝ) * θ + θ by push_cast; ring,
      Real.sin_add]
  have e2 : Real.sin ((i : ℝ) * θ) =
      Real.sin (((i + 1 : ℕ) : ℝ) * θ) * Real.cos θ
        - Real.cos (((i + 1 : ℕ) : ℝ) * θ) * Real.sin θ := by
    rw [show (i : ℝ) * θ = ((i + 1 : ℕ) : ℝ) * θ - θ by push_cast; ring, Real.sin_sub]
  linear_combination e1 + e2
```

For \(1\le i\le N\) the angle \(i\theta\) lies strictly between \(0\) and \(\pi\), so \(s_i>0\). At the walls the angle is \(0\) or \(\pi\), and the wave vanishes.

```lean
/-- The standing wave is positive in every layer and vanishes at both walls. -/
theorem standingWave_shape (N : ℕ) :
    (∀ i, 1 ≤ i → i ≤ N → 0 < standingWave N i) ∧ Clamped N (standingWave N) := by
  have hN : (0 : ℝ) < (N : ℝ) + 1 := by positivity
  refine ⟨fun i h1 h2 => ?_, by simp [standingWave], ?_⟩
  · have hi : (0 : ℝ) < i := by exact_mod_cast h1
    have hiN : (i : ℝ) < (N : ℝ) + 1 := by exact_mod_cast Nat.lt_succ_of_le h2
    apply Real.sin_pos_of_pos_of_lt_pi (by positivity)
    rw [← mul_div_assoc, div_lt_iff₀ hN]
    nlinarith [mul_lt_mul_of_pos_right hiN Real.pi_pos]
  · unfold standingWave
    rw [show ((N + 1 : ℕ) : ℝ) * (π / ((N : ℝ) + 1)) = π by push_cast; field_simp,
      Real.sin_pi]
```

Next comes the lower bound on the gradient sum,

\[ \sum_{i=0}^{N}(Q_{i+1}-Q_i)^2\ \ge\ \lambda_N\sum_{i=0}^{N-1}Q_{i+1}^2 . \]

For neighbouring layers \(m\) and \(m+1\), expanding the squares shows that

\[ (Q_{m+1}-Q_m)^2-Q_{m+1}^2\Big(1-\frac{s_m}{s_{m+1}}\Big)-Q_m^2\Big(1-\frac{s_{m+1}}{s_m}\Big)=\frac{(s_mQ_{m+1}-s_{m+1}Q_m)^2}{s_ms_{m+1}}\ge0 . \]

Put \(B_0=0\) and \(B_m=Q_m^2(s_{m+1}/s_m-1)\) for \(1\le m\le N\). The recursion turns \(1-s_m/s_{m+1}\) into \(\lambda_N+s_{m+2}/s_{m+1}-1\), so the inequality reads

\[ (Q_{m+1}-Q_m)^2\ge\lambda_NQ_{m+1}^2+B_{m+1}-B_m . \]

It also holds at \(m=0\), where \(Q_0=s_0=0\). Summing over the first \(m\) bonds leaves only the boundary term \(B_m\). For \(N\ge1\), \(s_{N+1}=0\) gives \(B_N=-Q_N^2\), which the last bond \((0-Q_N)^2\) cancels. For \(N=0\) both sides of the bound are zero.

In the proof, `hstep` is the inequality for one bond, `e` is the perfect square, and `key` is the telescoped sum, obtained by induction. Lean's value for the ratio \(s_1/s_0\) is harmless because it is multiplied by \(Q_0^2=0\).

```lean
/-- In a clamped film the sum of squared differences between neighbours is at least the
confinement number times the sum of squared order parameters. -/
theorem gradient_bound {N : ℕ} {Q : ℕ → ℝ} (hQ : Clamped N Q) :
    confinement N * ∑ i ∈ range N, Q (i + 1) ^ 2
      ≤ ∑ i ∈ range (N + 1), (Q (i + 1) - Q i) ^ 2 := by
  obtain ⟨hpos, -, hend⟩ := standingWave_shape N
  -- bound for the first `m` layers, with a boundary term that telescopes
  have key : ∀ m, m ≤ N → confinement N * ∑ i ∈ range m, Q (i + 1) ^ 2
      + Q m ^ 2 * (standingWave N (m + 1) / standingWave N m - 1)
      ≤ ∑ i ∈ range m, (Q (i + 1) - Q i) ^ 2 := by
    intro m
    induction m with
    | zero => intro _; simp [hQ.1]
    | succ m ih =>
      intro hm
      have ih' := ih (by omega)
      have hs' := hpos (m + 1) (by omega) hm
      have hr : standingWave N (m + 1 + 1) / standingWave N (m + 1) =
          2 - confinement N - standingWave N m / standingWave N (m + 1) := by
        rw [standingWave_rec, sub_div, mul_div_assoc, div_self hs'.ne', mul_one]
      have hstep : Q (m + 1) ^ 2 * (1 - standingWave N m / standingWave N (m + 1))
          + Q m ^ 2 * (1 - standingWave N (m + 1) / standingWave N m)
          ≤ (Q (m + 1) - Q m) ^ 2 := by
        rcases Nat.eq_zero_or_pos m with rfl | h0
        · simp [hQ.1, standingWave]
        · have hs := hpos m h0 (by omega)
          generalize standingWave N (m + 1) = s' at *
          generalize standingWave N m = s at *
          -- the difference of the two sides is a perfect square
          have e : (Q (m + 1) - Q m) ^ 2
              - (Q (m + 1) ^ 2 * (1 - s / s') + Q m ^ 2 * (1 - s' / s))
              = (s * Q (m + 1) - s' * Q m) ^ 2 / (s * s') := by
            field_simp
            ring
          have : 0 ≤ (s * Q (m + 1) - s' * Q m) ^ 2 / (s * s') := by positivity
          linarith
      rw [sum_range_succ, sum_range_succ, hr]
      nlinarith [ih', hstep]
  have h := key N le_rfl
  rw [hend, zero_div] at h
  rw [sum_range_succ, hQ.2]
  nlinarith [h]
```

The standing wave reaches the bound. By induction with the recursion,

\[ \sum_{i=0}^{m-1}(s_{i+1}-s_i)^2=\lambda_N\sum_{i=0}^{m-1}s_{i+1}^2+s_ms_{m+1}-s_m^2 , \]

and at \(m=N+1\) the terms containing \(s_{N+1}\) vanish. For \(N\ge1\), the normalised wave \(\sqrt{2/(N+1)}\,s_i\) therefore has gradient sum exactly \(\lambda_N\), the smallest gradient cost per unit squared amplitude.

```lean
/-- The standing wave attains equality in the gradient bound. -/
theorem standingWave_gradient (N : ℕ) :
    ∑ i ∈ range (N + 1), (standingWave N (i + 1) - standingWave N i) ^ 2
      = confinement N * ∑ i ∈ range N, standingWave N (i + 1) ^ 2 := by
  obtain ⟨-, h0, hend⟩ := standingWave_shape N
  have key : ∀ m, ∑ i ∈ range m, (standingWave N (i + 1) - standingWave N i) ^ 2
      = confinement N * ∑ i ∈ range m, standingWave N (i + 1) ^ 2
        + standingWave N m * standingWave N (m + 1) - standingWave N m ^ 2 := by
    intro m
    induction m with
    | zero => simp [h0]
    | succ m ih =>
      rw [sum_range_succ, sum_range_succ, ih, standingWave_rec]
      ring
  rw [key (N + 1), sum_range_succ, hend]
  ring
```

## From gradient cost to threshold

Write \(S=\sum_{i=0}^{N-1} Q_{i+1}^2\), \(R=\sum_{i=0}^{N-1} Q_{i+1}^4\) and \(G=\sum_{i=0}^{N}(Q_{i+1}-Q_i)^2\). Then \(F=\frac t2S+\frac b4R+\frac K2G\).

```lean
/-- The film energy sorted into its quadratic, quartic and gradient parts. -/
theorem filmEnergy_eq (N : ℕ) (K t b : ℝ) (Q : ℕ → ℝ) : filmEnergy N K t b Q =
    t / 2 * ∑ i ∈ range N, Q (i + 1) ^ 2 + b / 4 * ∑ i ∈ range N, Q (i + 1) ^ 4
      + K / 2 * ∑ i ∈ range (N + 1), (Q (i + 1) - Q i) ^ 2 := by
  have h : ∑ i ∈ range N, (t * Q (i + 1) ^ 2 / 2 + b * Q (i + 1) ^ 4 / 4) =
      t / 2 * ∑ i ∈ range N, Q (i + 1) ^ 2 + b / 4 * ∑ i ∈ range N, Q (i + 1) ^ 4 := by
    rw [mul_sum, mul_sum, ← sum_add_distrib]
    exact sum_congr rfl fun i _ => by ring
  rw [filmEnergy, h]
```

Consequently

\[ F-\frac b4R=\frac K2(G-\lambda_NS)+\frac{t+K\lambda_N}{2}S . \]

If \(K\ge0\) and \(t\ge-K\lambda_N\), both terms on the right are nonnegative. They are `h1` and `h2`, up to the factor \(\tfrac12\).

```lean
/-- For `K ≥ 0` and `t` at or above `-K` times the confinement number, the energy of a
clamped profile is at least its quartic part. -/
theorem quartic_le_filmEnergy {N : ℕ} {K t : ℝ} (b : ℝ) {Q : ℕ → ℝ} (hK : 0 ≤ K)
    (ht : -K * confinement N ≤ t) (hQ : Clamped N Q) :
    b / 4 * ∑ i ∈ range N, Q (i + 1) ^ 4 ≤ filmEnergy N K t b Q := by
  have hS : 0 ≤ ∑ i ∈ range N, Q (i + 1) ^ 2 := sum_nonneg fun i _ => sq_nonneg _
  have h1 := mul_nonneg hK (sub_nonneg.2 (gradient_bound hQ))
  have h2 := mul_nonneg (sub_nonneg.2 ht) hS
  rw [filmEnergy_eq]
  nlinarith [h1, h2]
```

With \(b\ge0\) this excludes negative energy at or above the threshold. Below it, take the profile \(\varepsilon s_i\), and let \(S\) and \(R\) now belong to \(s\). Its energy is

\[ F=\frac{t+K\lambda_N}{2}\varepsilon^2S+\frac b4\varepsilon^4R . \]

Set \(A=-(t+K\lambda_N)S>0\) and choose \(\varepsilon^2=x=A/(bR+1)\). Since \(bRx=A-x\),

\[ F=-\frac{Ax}{2}+\frac{x(A-x)}{4}=-\frac{x(A+x)}{4}<0 . \]

The added \(1\) lets the same choice serve \(b=0\).

The theorem `film_orders_iff` says that some `Q` satisfies both `Clamped N Q` and `filmEnergy N K t b Q < 0` if and only if \(t\) lies below the threshold. It does not give the shape of a minimising profile. For \(b=0\) there is none below the threshold, because scaling up a profile of negative energy lowers the energy without bound. The model has no thermal fluctuations. The condition \(b\ge0\) is needed: for any \(b<0\), a large enough amplitude makes the energy negative at every \(t\).

```lean
/-- For `N ≥ 1` layers and `K, b ≥ 0`, some clamped profile has negative Landau energy
if and only if `t < -4 K sin² (π / (2 (N + 1)))`. -/
theorem film_orders_iff {N : ℕ} {K t b : ℝ} (hN : 1 ≤ N) (hK : 0 ≤ K) (hb : 0 ≤ b) :
    (∃ Q, Clamped N Q ∧ filmEnergy N K t b Q < 0) ↔
      t < -4 * K * Real.sin (π / (2 * ((N : ℝ) + 1))) ^ 2 := by
  have hg : -4 * K * Real.sin (π / (2 * ((N : ℝ) + 1))) ^ 2 = -K * confinement N := by
    unfold confinement
    ring
  rw [hg]
  constructor
  · rintro ⟨Q, hQ, hF⟩
    by_contra h
    have h1 := quartic_le_filmEnergy b hK (not_lt.1 h) hQ
    have h2 : 0 ≤ b / 4 * ∑ i ∈ range N, Q (i + 1) ^ 4 :=
      mul_nonneg (by positivity) (sum_nonneg fun i _ => by positivity)
    linarith
  · intro ht
    obtain ⟨hpos, h0, hend⟩ := standingWave_shape N
    have hS : 0 < ∑ i ∈ range N, standingWave N (i + 1) ^ 2 :=
      sum_pos (fun i hi => pow_pos (hpos (i + 1) (by omega)
        (by have := mem_range.1 hi; omega)) 2) ⟨0, mem_range.2 (by omega)⟩
    have hR : 0 ≤ ∑ i ∈ range N, standingWave N (i + 1) ^ 4 :=
      sum_nonneg fun i _ => by positivity
    -- energy of a standing wave of amplitude `ε`
    have hE : ∀ ε : ℝ, filmEnergy N K t b (fun i => ε * standingWave N i) =
        (t + K * confinement N) / 2 * ε ^ 2 * ∑ i ∈ range N, standingWave N (i + 1) ^ 2
          + b / 4 * ε ^ 4 * ∑ i ∈ range N, standingWave N (i + 1) ^ 4 := by
      intro ε
      simp only [filmEnergy_eq, ← mul_sub, mul_pow, ← mul_sum]
      rw [standingWave_gradient]
      ring
    generalize ∑ i ∈ range N, standingWave N (i + 1) ^ 2 = S at *
    generalize ∑ i ∈ range N, standingWave N (i + 1) ^ 4 = R at *
    have hA : 0 < -(t + K * confinement N) * S := mul_pos (by linarith) hS
    have hB : 0 < b * R + 1 := by positivity
    -- squared amplitude small enough for the quadratic term to win
    obtain ⟨x, hx0, hx⟩ : ∃ x : ℝ, 0 < x ∧
        x * (b * R + 1) = -(t + K * confinement N) * S :=
      ⟨_, div_pos hA hB, div_mul_cancel₀ _ hB.ne'⟩
    refine ⟨fun i => Real.sqrt x * standingWave N i, ⟨by simp [h0], by simp [hend]⟩, ?_⟩
    have h2 : Real.sqrt x ^ 2 = x := Real.sq_sqrt hx0.le
    have h4 : Real.sqrt x ^ 4 = x ^ 2 := by
      calc Real.sqrt x ^ 4 = (Real.sqrt x ^ 2) ^ 2 := by ring
        _ = x ^ 2 := by rw [h2]
    rw [hE, h2, h4]
    have e : (t + K * confinement N) / 2 * x * S + b / 4 * x ^ 2 * R =
        -(x * (-(t + K * confinement N) * S + x)) / 4 := by
      linear_combination x / 4 * hx
    have hp := mul_pos hx0 (add_pos hA hx0)
    rw [e]
    linarith
```

For \(b>0\), any profile that is nonzero in some layer has \(R>0\). At or above the threshold its energy is then strictly positive, so the disordered state is the only minimiser.

```lean
/-- For `K ≥ 0`, `b > 0` and `t` at or above the threshold, every clamped profile that is
nonzero in some layer has strictly positive energy. -/
theorem disordered_film_stable {N : ℕ} {K t b : ℝ} {Q : ℕ → ℝ} (hK : 0 ≤ K) (hb : 0 < b)
    (ht : -K * confinement N ≤ t) (hQ : Clamped N Q) (hne : ∃ i < N, Q (i + 1) ≠ 0) :
    0 < filmEnergy N K t b Q := by
  obtain ⟨i, hi, hQi⟩ := hne
  have h : 0 < ∑ i ∈ range N, Q (i + 1) ^ 4 :=
    sum_pos' (fun j _ => by positivity) ⟨i, mem_range.2 hi, by positivity⟩
  exact lt_of_lt_of_le (by positivity) (quartic_le_filmEnergy b hK ht hQ)
```

## Thickness

As \(N\) grows, \(\pi/(2(N+1))\) decreases within \((0,\pi/2]\), where sine is strictly increasing, so \(\lambda_N\) strictly decreases. By continuity of sine it tends to zero, and the threshold \(-K\lambda_N\) approaches the bulk value \(t=0\).

```lean
/-- The confinement number strictly decreases with the number of layers and tends to zero
for thick films. -/
theorem confinement_thickness :
    StrictAnti confinement ∧ Tendsto confinement atTop (𝓝 0) := by
  constructor
  · intro M N h
    have hMN : (M : ℝ) < N := by exact_mod_cast h
    have hM : (0 : ℝ) ≤ M := Nat.cast_nonneg M
    have hx : 0 < π / (2 * ((N : ℝ) + 1)) := by positivity
    have hlt : π / (2 * ((N : ℝ) + 1)) < π / (2 * ((M : ℝ) + 1)) :=
      div_lt_div_of_pos_left Real.pi_pos (by positivity) (by linarith)
    have hle : π / (2 * ((M : ℝ) + 1)) ≤ π / 2 := by
      rw [div_le_div_iff₀ (by positivity) (by positivity)]
      nlinarith [mul_nonneg Real.pi_pos.le hM]
    have hs := Real.sin_lt_sin_of_lt_of_le_pi_div_two
      (by linarith [Real.pi_pos]) hle hlt
    have h0 := Real.sin_pos_of_pos_of_lt_pi hx (by linarith [Real.pi_pos])
    unfold confinement
    nlinarith [hs, h0]
  · have h : Tendsto (fun N : ℕ => π / 2 * (1 / ((N : ℝ) + 1))) atTop (𝓝 (π / 2 * 0)) :=
      tendsto_one_div_add_atTop_nhds_zero_nat.const_mul _
    have h2 := (((Real.continuous_sin.tendsto _).comp h).pow 2).const_mul 4
    have h0 : 4 * Real.sin (π / 2 * 0) ^ 2 = 0 := by simp
    rw [h0] at h2
    refine h2.congr fun N => ?_
    simp only [Function.comp_apply, confinement]
    rw [show π / 2 * (1 / ((N : ℝ) + 1)) = π / (2 * ((N : ℝ) + 1)) by field_simp]
```

For \(M<N\) and \(K>0\), take \(t=-K\lambda_M\). This is exactly the thinner film's threshold, so that film has no profile of negative energy. It lies below \(-K\lambda_N\), so the thicker film has one.

```lean
/-- For `K > 0`, `b ≥ 0` and `M < N` there is a value of `t` at which the film of `N` layers
has a clamped profile of negative energy while the film of `M` layers has none. -/
theorem thinner_film_suppressed {M N : ℕ} {K b : ℝ} (hMN : M < N) (hK : 0 < K)
    (hb : 0 ≤ b) : ∃ t, (∃ Q, Clamped N Q ∧ filmEnergy N K t b Q < 0) ∧
      ∀ Q, Clamped M Q → 0 ≤ filmEnergy M K t b Q := by
  refine ⟨-K * confinement M, (film_orders_iff (by omega) hK.le hb).2 ?_, fun Q hQ => ?_⟩
  · have h := mul_lt_mul_of_pos_left (confinement_thickness.1 hMN) hK
    unfold confinement at *
    linarith
  · exact le_trans (mul_nonneg (by positivity) (sum_nonneg fun i _ => by positivity))
      (quartic_le_filmEnergy b hK.le le_rfl hQ)

end

end LandauFilm
```

```lean
#print axioms LandauFilm.film_orders_iff
-- 'LandauFilm.film_orders_iff' depends on axioms: [propext, Classical.choice, Quot.sound]
#print axioms LandauFilm.disordered_film_stable
-- 'LandauFilm.disordered_film_stable' depends on axioms: [propext, Classical.choice, Quot.sound]
#print axioms LandauFilm.thinner_film_suppressed
-- 'LandauFilm.thinner_film_suppressed' depends on axioms: [propext, Classical.choice, Quot.sound]
```

## One free surface

The same telescoping treats a film held at zero at position \(0\) and free at layer \(N\ge1\), with no bond beyond that layer. Use \(s_i=\sin(i\pi/(2N+1))\), for which \(s_{N+1}=s_N\). The boundary term \(B_N\) then vanishes by itself, and the threshold becomes \(t<-4K\sin^2\frac{\pi}{2(2N+1)}\). This variant is derived here by hand only. For a single layer it gives \(t<-K\), compared with \(t<-2K\) when both walls are held at zero.
